# A symmetric positive definite Poisson matrix with continuous nonincreasing local charges admits exactly one potential

The charge at a grid node is taken here to depend on the potential at that node alone. The quantum density in a Schrödinger–Poisson calculation is not like this, since it responds at each node to the potential everywhere. A predictor step replaces that response by a local one around the previous potential, and the equation to be solved becomes

(L x)_i = r_i(x_i) for every node i.

Here x_i is the electrostatic potential at node i of a finite grid, L is the matrix of the discretized operator −∇·(ε∇), and r_i gives the charge at node i as a function of the potential there. Units, cell volumes and boundary values are absorbed into L and r_i.

The claim is that if L is real symmetric positive definite and every r_i is continuous and nonincreasing, exactly one x solves the equation. Positive definiteness means that the quadratic form Σ_i x_i (L x)_i is positive for every nonzero x. For ε > 0 on a connected grid this holds when part of the boundary is held at a fixed potential, since the form then measures the field energy with that boundary potential set to zero. Monotonicity means screening: raising the potential attracts electrons and repels holes, so the charge does not increase.

## Uniqueness from screening, existence from an energy

Write x·y = Σ_i x_i y_i, let r(x) be the vector with components r_i(x_i), and let ‖x‖ be the largest |x_i|.

**Uniqueness.** Suppose L x = r(x) + f and L y = r(y) + g, with extra sources f and g. Subtract the equations and pair the result with x − y:

(x − y)·L(x − y) = Σ_i (x_i − y_i)(r_i(x_i) − r_i(y_i)) + (x − y)·(f − g).

Since r_i is nonincreasing, the two factors in each term of the sum never have the same strict sign, so the sum is at most zero and

(x − y)·L(x − y) ≤ (x − y)·(f − g).

For f = g = 0 the right side vanishes, and positive definiteness forces x = y.

**Existence.** Define a function to be minimised, called the energy below although it is not the energy stored in the field:

E(x) = ½ x·Lx − Σ_i ∫₀^{x_i} r_i(s) ds.

On the unit sphere ‖u‖ = 1, which is compact, the continuous function u·Lu attains a minimum c > 0. Scaling gives

x·Lx ≥ c‖x‖².

(A grid without nodes has only the zero vector, and c = 1 serves.)

Next, ∫₀^s r_i ≤ r_i(0) s for either sign of s. If s ≥ 0, then r_i ≤ r_i(0) on [0, s]. If s < 0, then r_i ≥ r_i(0) on [s, 0], so ∫_s^0 r_i ≥ −r_i(0) s, and reversing the limits gives the same bound. With K = Σ_i |r_i(0)|,

E(x) ≥ ½c‖x‖² − K‖x‖ = ½‖x‖(c‖x‖ − 2K).

So E ≥ 0 = E(0) outside the closed ball of radius 2K/c. The continuous E has a minimum on that ball, which contains 0, so this minimum is at most 0 and is global.

Finally, let x be a global minimiser and v any direction. Symmetry gives x·Lv = v·Lx, hence

½(x + tv)·L(x + tv) = ½ x·Lx + t v·Lx + ½t² v·Lv.

The fundamental theorem of calculus differentiates the integrals, and at t = 0

dE(x + tv)/dt = v·Lx − Σ_i r_i(x_i) v_i = v·(Lx − r(x)).

This vanishes at the minimiser. Choosing v = Lx − r(x) gives v·v = 0, so Lx = r(x).

## Two nodes with cubic screening

Take L with rows (2, −1) and (−1, 2), and charges r₁(s) = 3 − s³ and r₂(s) = −1 − s³. The equations are

2x₁ − x₂ = 3 − x₁³,

−x₁ + 2x₂ = −1 − x₂³.

The first gives x₂ = x₁³ + 2x₁ − 3. Inserted into the second, it leaves one equation, h(x₁) = 0, with h = x₂³ + 2x₂ + 1 − x₁. Its slope is (3x₂² + 2)(3x₁² + 2) − 1 ≥ 3, so there is at most one root, and x₁ = 1, x₂ = 0 is it.

The constants of the existence argument are explicit here. The form is x·Lx = 2(x₁² − x₁x₂ + x₂²), whose minimum on ‖x‖ = 1 is c = 3/2, reached at (1, ½). With K = 3 + 1 = 4, the ball has radius 16/3, and the solution lies well inside it. Its energy is 1 − 3 + ¼ = −7/4, below E(0) = 0.

## The grid, the matrix and the energy in Lean

The finite type `ι` is the set of nodes, a potential is a function `ι → ℝ`, and `r i` is the charge function at node `i`.

```lean
import Mathlib

open Matrix

namespace NonlinearPoissonPredictor

variable {ι : Type*} [Fintype ι] {L : Matrix ι ι ℝ} {r : ι → ℝ → ℝ}
```

In the energy, `⬝ᵥ` is the dot product and `*ᵥ` applies a matrix to a vector.

```lean
/-- The energy of a grid potential `x`: half the quadratic form of `L` minus the
integrals of the local charges `r i` from zero to `x i`. -/
noncomputable def energy (L : Matrix ι ι ℝ) (r : ι → ℝ → ℝ) (x : ι → ℝ) : ℝ :=
  1 / 2 * (x ⬝ᵥ L *ᵥ x) - ∑ i, ∫ s in (0 : ℝ)..x i, r i s
```

## Stability against extra sources

The hypothesis `Antitone (r i)` says that the charge is nonincreasing. The proof substitutes both equations and compares the sums node by node; the inner inequality `h` is the sign argument, split according to which potential is larger. Neither symmetry nor positive definiteness of `L` is used, nor continuity of the charges.

```lean
/-- If the local charges are nonincreasing and two potentials solve the nonlinear Poisson equation
with extra sources `f` and `g` respectively, the quadratic form of their difference is at most its
pairing with `f - g`. -/
theorem source_stability (hr : ∀ i, Antitone (r i)) {x y f g : ι → ℝ}
    (hx : L *ᵥ x = fun i => r i (x i) + f i) (hy : L *ᵥ y = fun i => r i (y i) + g i) :
    (x - y) ⬝ᵥ L *ᵥ (x - y) ≤ (x - y) ⬝ᵥ (f - g) := by
  rw [Matrix.mulVec_sub, hx, hy]
  simp only [dotProduct, Pi.sub_apply]
  apply Finset.sum_le_sum
  intro i _
  -- the charge opposes the change of potential at every node
  have h : (x i - y i) * (r i (x i) - r i (y i)) ≤ 0 := by
    rcases le_total (x i) (y i) with h | h <;>
      nlinarith [mul_nonneg (sub_nonneg.2 h) (sub_nonneg.2 (hr i h))]
  linarith
```

## Bounds that confine the minimum

Positive definiteness enters as `hP`, strict positivity of the quadratic form on nonzero vectors; symmetry is a separate hypothesis later. The norm on `ι → ℝ` is the largest absolute component, as above. The proof treats an empty sphere first, then takes the minimum over the sphere as the constant and rescales.

```lean
/-- A positive definite quadratic form on grid potentials is bounded below by a positive
multiple of the squared norm. -/
theorem quadratic_coercive (hP : ∀ x, x ≠ 0 → 0 < x ⬝ᵥ L *ᵥ x) :
    ∃ c > 0, ∀ x : ι → ℝ, c * ‖x‖ ^ 2 ≤ x ⬝ᵥ L *ᵥ x := by
  have hmem : ∀ x : ι → ℝ, x ≠ 0 → ‖x‖⁻¹ • x ∈ Metric.sphere (0 : ι → ℝ) 1 := by
    intro x hx
    rw [mem_sphere_zero_iff_norm, norm_smul, norm_inv, norm_norm,
      inv_mul_cancel₀ (norm_ne_zero_iff.2 hx)]
  have hcont : Continuous fun x : ι → ℝ => x ⬝ᵥ L *ᵥ x := by
    simp only [dotProduct, Matrix.mulVec]
    fun_prop
  rcases (Metric.sphere (0 : ι → ℝ) 1).eq_empty_or_nonempty with he | hne
  · refine ⟨1, one_pos, fun x => ?_⟩
    by_cases hx : x = 0
    · simp [hx]
    · have h := hmem x hx
      rw [he] at h
      exact h.elim
  · -- the minimum over the unit sphere is the constant
    obtain ⟨u, hu, hmin⟩ := (isCompact_sphere (0 : ι → ℝ) 1).exists_isMinOn hne hcont.continuousOn
    have hu0 : u ≠ 0 := by
      rintro rfl
      simp at hu
    refine ⟨u ⬝ᵥ L *ᵥ u, hP u hu0, fun x => ?_⟩
    by_cases hx : x = 0
    · simp [hx]
    · have h := isMinOn_iff.1 hmin _ (hmem x hx)
      simp only [Matrix.mulVec_smul, smul_dotProduct, dotProduct_smul, smul_eq_mul] at h
      have hn : ‖x‖ ≠ 0 := norm_ne_zero_iff.2 hx
      calc (u ⬝ᵥ L *ᵥ u) * ‖x‖ ^ 2
          ≤ (‖x‖⁻¹ * (‖x‖⁻¹ * (x ⬝ᵥ L *ᵥ x))) * ‖x‖ ^ 2 :=
            mul_le_mul_of_nonneg_right h (sq_nonneg _)
        _ = x ⬝ᵥ L *ᵥ x := by field_simp
```

The bound on the charge integral compares `q` with the constant `q 0`, once for each sign of `s`.

```lean
/-- The integral of a continuous nonincreasing charge from zero to `s` is at most
its value at zero times `s`, for either sign of `s`. -/
theorem charge_integral_le {q : ℝ → ℝ} (hc : Continuous q) (hq : Antitone q) (s : ℝ) :
    ∫ t in (0 : ℝ)..s, q t ≤ q 0 * s := by
  rcases le_total 0 s with hs | hs
  · have h : ∫ t in (0 : ℝ)..s, q t ≤ ∫ _t in (0 : ℝ)..s, q 0 :=
      intervalIntegral.integral_mono_on hs (hc.intervalIntegrable _ _)
        (continuous_const.intervalIntegrable _ _) (fun t ht => hq ht.1)
    rw [intervalIntegral.integral_const, smul_eq_mul] at h
    linarith
  · have h : ∫ _t in s..(0 : ℝ), q 0 ≤ ∫ t in s..(0 : ℝ), q t :=
      intervalIntegral.integral_mono_on hs (continuous_const.intervalIntegrable _ _)
        (hc.intervalIntegrable _ _) (fun t ht => hq ht.2)
    rw [intervalIntegral.integral_const, smul_eq_mul] at h
    rw [intervalIntegral.integral_symm]
    linarith
```

## From a stationary energy to the Poisson equation

The directional derivative follows the calculation by hand: `hsym` is the symmetry step, `hexp` expands the quadratic form in t, `hquad` differentiates it, and `hsum` applies the fundamental theorem of calculus and the chain rule at every node.

```lean
/-- For symmetric `L` and continuous charges, the derivative of the energy at `x` along a direction
`v` is the pairing of `v` with the residual of the nonlinear Poisson equation at `x`. -/
theorem energy_hasDerivAt (hS : L.IsSymm) (hc : ∀ i, Continuous (r i)) (x v : ι → ℝ) :
    HasDerivAt (fun t : ℝ => energy L r (x + t • v))
      (v ⬝ᵥ (L *ᵥ x - fun i => r i (x i))) 0 := by
  have hsym : x ⬝ᵥ L *ᵥ v = v ⬝ᵥ L *ᵥ x := by
    rw [Matrix.dotProduct_mulVec, ← Matrix.mulVec_transpose, hS.eq, dotProduct_comm]
  have hexp : ∀ t : ℝ, (x + t • v) ⬝ᵥ L *ᵥ (x + t • v) =
      x ⬝ᵥ L *ᵥ x + t * (2 * (v ⬝ᵥ L *ᵥ x)) + t ^ 2 * (v ⬝ᵥ L *ᵥ v) := by
    intro t
    simp only [Matrix.mulVec_add, Matrix.mulVec_smul, dotProduct_add, add_dotProduct,
      smul_dotProduct, dotProduct_smul, smul_eq_mul]
    rw [hsym]
    ring
  have hquad : ∀ a b d : ℝ,
      HasDerivAt (fun t : ℝ => 1 / 2 * (a + t * (2 * b) + t ^ 2 * d)) b 0 := by
    intro a b d
    have h := ((((hasDerivAt_id' (0 : ℝ)).mul_const (2 * b)).const_add a).fun_add
      (((hasDerivAt_id' (0 : ℝ)).fun_pow 2).mul_const d)).const_mul (1 / 2)
    exact h.congr_deriv (by norm_num; ring)
  -- the fundamental theorem of calculus at every node
  have hsum : HasDerivAt (fun t : ℝ => ∑ i, ∫ s in (0 : ℝ)..(x i + t * v i), r i s)
      (∑ i, r i (x i) * v i) 0 := by
    apply HasDerivAt.fun_sum
    intro i _
    have h1 : HasDerivAt (fun t : ℝ => x i + t * v i) (v i) 0 :=
      (((hasDerivAt_id' (0 : ℝ)).mul_const (v i)).const_add (x i)).congr_deriv (one_mul _)
    have h2 := ((hc i).integral_hasStrictDerivAt 0 (x i)).hasDerivAt
    exact h2.comp_of_eq (0 : ℝ) h1 (by simp)
  have h := (hquad (x ⬝ᵥ L *ᵥ x) (v ⬝ᵥ L *ᵥ x) (v ⬝ᵥ L *ᵥ v)).fun_sub hsum
  refine (h.congr_of_eventuallyEq (Filter.Eventually.of_forall fun t => ?_)).congr_deriv ?_
  · simp only [energy, hexp, Pi.add_apply, Pi.smul_apply, smul_eq_mul]
  · rw [dotProduct_sub]
    congr 1
    exact Finset.sum_congr rfl fun i _ => mul_comm _ _
```

A global minimiser is in particular a local minimum along the line through it in the direction of the residual. The derivative there is zero, which makes the residual's dot product with itself zero.

```lean
/-- For symmetric `L` and continuous charges, a global minimiser of the energy solves the nonlinear
Poisson equation. -/
theorem minimiser_solves (hS : L.IsSymm) (hc : ∀ i, Continuous (r i)) {x : ι → ℝ}
    (h : ∀ y, energy L r x ≤ energy L r y) : L *ᵥ x = fun i => r i (x i) := by
  -- move along the residual itself
  let v : ι → ℝ := L *ᵥ x - fun i => r i (x i)
  have hmin : IsLocalMin (fun t : ℝ => energy L r (x + t • v)) 0 :=
    Filter.Eventually.of_forall fun t => by
      simpa only [zero_smul, add_zero] using h (x + t • v)
  have h0 : v ⬝ᵥ v = 0 := hmin.hasDerivAt_eq_zero (energy_hasDerivAt hS hc x v)
  exact sub_eq_zero.1 (dotProduct_self_eq_zero.1 h0)
```

The minimiser is found on the closed ball of radius `2 * K / c`. For a potential outside it, `hsum` bounds the charge integrals by `K * ‖y‖`, and `hpos` combines this with the quadratic bound to give a nonnegative energy.

```lean
/-- For positive definite `L` and continuous nonincreasing charges the energy attains
its global minimum. -/
theorem exists_minimiser (hP : ∀ x, x ≠ 0 → 0 < x ⬝ᵥ L *ᵥ x)
    (hc : ∀ i, Continuous (r i)) (hr : ∀ i, Antitone (r i)) :
    ∃ x, ∀ y, energy L r x ≤ energy L r y := by
  obtain ⟨c, hc0, hcoer⟩ := quadratic_coercive hP
  have hcont : Continuous (energy L r) := by
    have hq : Continuous fun x : ι → ℝ => x ⬝ᵥ L *ᵥ x := by
      simp only [dotProduct, Matrix.mulVec]
      fun_prop
    have hp : ∀ i, Continuous fun u : ℝ => ∫ s in (0 : ℝ)..u, r i s := fun i =>
      continuous_iff_continuousAt.2 fun u =>
        ((hc i).integral_hasStrictDerivAt 0 u).hasDerivAt.continuousAt
    exact (continuous_const.mul hq).sub
      (continuous_finsetSum _ fun i _ => (hp i).comp (continuous_apply i))
  let K : ℝ := ∑ i, |r i 0|
  have hK : 0 ≤ K := Finset.sum_nonneg fun i _ => abs_nonneg _
  have hz : (0 : ι → ℝ) ∈ Metric.closedBall (0 : ι → ℝ) (2 * K / c) :=
    Metric.mem_closedBall_self (by positivity)
  obtain ⟨x, -, hx⟩ := (isCompact_closedBall (0 : ι → ℝ) (2 * K / c)).exists_isMinOn
    ⟨0, hz⟩ hcont.continuousOn
  refine ⟨x, fun y => ?_⟩
  by_cases hy : y ∈ Metric.closedBall (0 : ι → ℝ) (2 * K / c)
  · exact isMinOn_iff.1 hx y hy
  · -- outside the ball the energy is at least its value at zero
    have h0 : energy L r 0 = 0 := by simp [energy]
    rw [mem_closedBall_zero_iff, not_le] at hy
    have hfar : 2 * K < ‖y‖ * c := (div_lt_iff₀ hc0).1 hy
    have hsum : ∑ i, ∫ s in (0 : ℝ)..y i, r i s ≤ K * ‖y‖ := by
      rw [Finset.sum_mul]
      apply Finset.sum_le_sum
      intro i _
      refine (charge_integral_le (hc i) (hr i) _).trans ((le_abs_self _).trans ?_)
      rw [abs_mul]
      exact mul_le_mul_of_nonneg_left (norm_le_pi_norm y i) (abs_nonneg _)
    have hpos : 0 ≤ energy L r y := by
      unfold energy
      nlinarith [hcoer y, mul_nonneg (norm_nonneg y) (sub_nonneg.2 hfar.le)]
    exact (isMinOn_iff.1 hx 0 hz).trans (h0.le.trans hpos)
```

## Exactly one potential

The main theorem reads: if `L` is symmetric (`hS`) and positive definite (`hP`), and each charge is continuous (`hc`) and nonincreasing (`hr`), there is exactly one `x` with `L *ᵥ x = fun i => r i (x i)`. The minimiser supplies existence. A second solution would contradict positive definiteness through the stability estimate with zero sources.

```lean
/-- The discretized nonlinear Poisson equation with symmetric positive definite `L` and
continuous nonincreasing local charges has exactly one solution. -/
theorem poisson_existsUnique (hS : L.IsSymm) (hP : ∀ x, x ≠ 0 → 0 < x ⬝ᵥ L *ᵥ x)
    (hc : ∀ i, Continuous (r i)) (hr : ∀ i, Antitone (r i)) :
    ∃! x : ι → ℝ, L *ᵥ x = fun i => r i (x i) := by
  obtain ⟨x, hx⟩ := exists_minimiser hP hc hr
  have hsol := minimiser_solves hS hc hx
  refine ⟨x, hsol, fun y hy => ?_⟩
  by_contra hne
  have h := source_stability hr (x := y) (y := x) (f := 0) (g := 0)
    (by simpa using hy) (by simpa using hsol)
  rw [sub_self, dotProduct_zero] at h
  exact not_lt_of_ge h (hP (y - x) (sub_ne_zero.2 hne))
```

The hypotheses on `L` have to be checked for the discretization at hand. A fully periodic or fully insulated grid does not qualify, because a constant potential then has zero field energy.

## Boltzmann electrons and holes

For a predictor with Boltzmann statistics, let d_i be the fixed charge, such as ionised dopants, φ_i the previous potential, and p_i ≥ 0 and m_i ≥ 0 the hole and electron densities found there. The local charge is

r_i(s) = d_i + p_i exp(−β(s − φ_i)) − m_i exp(β(s − φ_i)).

The constant β ≥ 0 stands for the inverse thermal voltage, the elementary charge divided by k_B T. As s grows, the hole term does not increase and the electron term does not decrease, so r_i is nonincreasing. The proof checks this through `h1` and `h2`, multiplies by the densities, and applies the main theorem.

```lean
/-- For symmetric positive definite `L` and `β ≥ 0`, the predictor equation with fixed charge `d`,
nonnegative hole and electron densities `p` and `m` at the previous potential `φ`, and Boltzmann
response to the change of potential, has exactly one solution. -/
theorem boltzmann_predictor (hS : L.IsSymm) (hP : ∀ x, x ≠ 0 → 0 < x ⬝ᵥ L *ᵥ x)
    {β : ℝ} (hβ : 0 ≤ β) (d φ : ι → ℝ) {p m : ι → ℝ} (hp : ∀ i, 0 ≤ p i) (hm : ∀ i, 0 ≤ m i) :
    ∃! x : ι → ℝ, L *ᵥ x = fun i =>
      d i + p i * Real.exp (-(β * (x i - φ i))) - m i * Real.exp (β * (x i - φ i)) := by
  refine poisson_existsUnique hS hP (r := fun i s =>
    d i + p i * Real.exp (-(β * (s - φ i))) - m i * Real.exp (β * (s - φ i)))
    (fun i => by fun_prop) (fun i a b hab => ?_)
  have h := mul_le_mul_of_nonneg_left hab hβ
  have h1 : Real.exp (-(β * (b - φ i))) ≤ Real.exp (-(β * (a - φ i))) :=
    Real.exp_le_exp.2 (by linarith)
  have h2 : Real.exp (β * (a - φ i)) ≤ Real.exp (β * (b - φ i)) :=
    Real.exp_le_exp.2 (by linarith)
  have h3 := mul_le_mul_of_nonneg_left h1 (hp i)
  have h4 := mul_le_mul_of_nonneg_left h2 (hm i)
  dsimp only
  linarith
```

Each such predictor step in a Schrödinger–Poisson simulation therefore has a well-defined answer, for a finite grid, a symmetric positive definite L and this local Boltzmann response. Whether the outer self-consistent loop converges, or a Newton solver finds the answer, is a different question.

## A charge that grows with the potential

Without monotonicity existence can fail. Let L be the identity and r_i(s) = s + 1, which is continuous but increasing. The equation at any node reads x_i = x_i + 1, which no number satisfies. The theorem states this for every grid with at least one node, and the proof evaluates the equation at an arbitrary one.

```lean
/-- With the identity matrix as `L` and the increasing local charge `s + 1`, the equation
has no solution on a nonempty grid. -/
theorem increasing_charge_no_solution [DecidableEq ι] [Nonempty ι] :
    ¬ ∃ x : ι → ℝ, (1 : Matrix ι ι ℝ) *ᵥ x = fun i => x i + 1 := by
  rintro ⟨x, hx⟩
  rw [Matrix.one_mulVec] at hx
  have h : x (Classical.arbitrary ι) = x (Classical.arbitrary ι) + 1 := congrFun hx _
  linarith

end NonlinearPoissonPredictor
```

```lean
#print axioms NonlinearPoissonPredictor.poisson_existsUnique
#print axioms NonlinearPoissonPredictor.boltzmann_predictor
#print axioms NonlinearPoissonPredictor.increasing_charge_no_solution
```

```
'NonlinearPoissonPredictor.poisson_existsUnique' depends on axioms: [propext, Classical.choice, Quot.sound]
'NonlinearPoissonPredictor.boltzmann_predictor' depends on axioms: [propext, Classical.choice, Quot.sound]
'NonlinearPoissonPredictor.increasing_charge_no_solution' depends on axioms: [propext, Classical.choice, Quot.sound]
```
